# Convex cluster energies make the random-alloy energy convex, but the converse fails for four-site clusters

## Can I read convex cluster energies off a convex mixing energy?

Take a random alloy of A and B described by two-site clusters, where $E_n$ is the energy of a cluster with $n$ B atoms. At B concentration $x$ the mean energy is

$$(1-x)^2E_0+2x(1-x)E_1+x^2E_2,$$

and its second derivative is $2(E_2-2E_1+E_0)$. So the curve is convex exactly when $E_1$ lies on or below the mean of $E_0$ and $E_2$.

In a Connolly–Williams treatment of an fcc alloy I have tetrahedra instead, with five energies $E_0,\dots,E_4$. My random-alloy mixing energy comes out convex. May I conclude that the five energies are convex in $n$ too? And does the implication at least hold the other way round?

## The other way round always, your way not for tetrahedra

Convex cluster energies give a convex random-alloy energy for every cluster size. For three sites the two properties are still equivalent. For four sites they are not: the energies $0,-1,0,-1,0$ give a convex mixing energy, although $E_2$ lies above the mean of $E_1$ and $E_3$.

### The curvature is an average of second differences

For $N$ sites write

$$A_N[E](x)=\sum_{n=0}^{N}\binom Nn x^n(1-x)^{N-n}E_n .$$

Single out one site of a cluster with $N+1$ sites. It holds A with probability $1-x$ and B with probability $x$, so

$$A_{N+1}[E]=(1-x)\,A_N[E]+x\,A_N[SE],\qquad (SE)_n=E_{n+1}.$$

In terms of coefficients this is Pascal's rule, $\binom{N+1}{n+1}=\binom Nn+\binom N{n+1}$.

Let $(\Delta E)_n=E_{n+1}-E_n$. The derivative is

$$A_{N+1}[E]'=(N+1)\,A_N[\Delta E].$$

For $N=0$ this holds because $A_1[E]=E_0+x(E_1-E_0)$. If it holds for $N$, differentiate the recursion for $A_{N+2}[E]$:

$$A_{N+2}[E]'=\underbrace{A_{N+1}[SE]-A_{N+1}[E]}_{A_{N+1}[\Delta E]}+(N+1)\underbrace{\big((1-x)A_N[\Delta E]+x\,A_N[S\Delta E]\big)}_{A_{N+1}[\Delta E]},$$

which is $(N+2)A_{N+1}[\Delta E]$. Using the rule twice gives

$$A_{N+2}[E]''=(N+2)(N+1)\,A_N[c],\qquad c_n=E_{n+2}-2E_{n+1}+E_n .$$

If every $c_n\ge0$, the right side is a sum of nonnegative terms on $[0,1]$, and the energy is convex. For $N=0$ and $N=1$ the energy is constant or linear in $x$.

The mixing energy is $A_N[E](x)-(1-x)E_0-xE_N$. Subtracting a linear function leaves convexity unchanged. Since $A_N[E](0)=E_0$ and $A_N[E](1)=E_N$, a convex alloy energy lies on or below that line, so the mixing energy is then nonpositive.

**Three sites.** Here $A_3[E]''=6[(1-x)c_0+xc_1]$. If the energy is convex, this is nonnegative on $[0,1]$, and the two ends give $c_0\ge0$ and $c_1\ge0$.

**Four sites.** The average now has three terms, and a negative middle one can be outweighed at every composition. For $0,-1,0,-1,0$ the second differences are $2,-2,2$, and

$$A_2[c]=2(1-x)^2-4x(1-x)+2x^2=2(1-2x)^2\ge0 .$$

The curvature of the alloy energy is $24(1-2x)^2$. It vanishes at $x=\tfrac12$ and is never negative.

For your alloy this means that a convex mixing energy of the random state, in this model of fixed cluster energies, does not tell you whether $\mathrm{A_2B_2}$ clusters are stable against an equal mixture of $\mathrm{A_3B}$ and $\mathrm{AB_3}$ clusters.

### What the Lean statements say

`alloyEnergy N E x` is $A_N[E](x)$, an energy per cluster. The cluster energies are a function `E : ℕ → ℝ`, of which only the entries $0,\dots,N$ enter. The condition `n + 2 ≤ N` in the hypothesis `hE` restricts the comparison of differences to those entries, and for $N\le1$ it demands nothing. Compositions are real numbers, with `Set.Icc (0 : ℝ) 1` as the physical range. `ConvexOn` means convex in the non-strict sense, so straight stretches are allowed.

The name `curvature` stands for the second difference $c_n$ in the number of B atoms, not for the second derivative in $x$. `tetrahedronEnergy` is the counterexample in arbitrary energy units; of the tetrahedron, only its four sites enter.

- For every $N$, and for cluster energies with nondecreasing differences, `convexOn_alloyEnergy` states that the alloy energy is convex and `mixingEnergy_nonpos` that the mixing energy is nonpositive.
- `convexOn_three_iff` is the equivalence for three sites.
- `converse_fails_four` states both that the example's mixing energy is convex and that its differences are not nondecreasing.

The energies are given numbers here; the Connolly–Williams step of extracting interactions from the total energies of ordered compounds is not carried out. To apply the result to a real alloy you must still justify that its energy is this binomial average with composition-independent $E_n$, which leaves out short-range order and any change of the cluster energies with volume.

```lean
import Mathlib

open Finset

namespace ConnollyWilliams

noncomputable section

/-- Energy of the random alloy at composition `x`: the cluster energies `E n` (`n` atoms of
species B on `N` sites) averaged with binomial weights. -/
def alloyEnergy (N : ℕ) (E : ℕ → ℝ) (x : ℝ) : ℝ :=
  ∑ n ∈ range (N + 1), (N.choose n : ℝ) * x ^ n * (1 - x) ^ (N - n) * E n

/-- Mixing energy: the alloy energy measured from the straight line between the pure elements. -/
def mixingEnergy (N : ℕ) (E : ℕ → ℝ) (x : ℝ) : ℝ :=
  alloyEnergy N E x - ((1 - x) * E 0 + x * E N)

/-- Second difference of the cluster energies. -/
def curvature (E : ℕ → ℝ) (n : ℕ) : ℝ :=
  (E (n + 2) - E (n + 1)) - (E (n + 1) - E n)

/-- Singling out one site: it holds an A atom with weight `1 - x` and a B atom with weight `x`. -/
theorem alloyEnergy_succ (N : ℕ) (E : ℕ → ℝ) (x : ℝ) :
    alloyEnergy (N + 1) E x =
      (1 - x) * alloyEnergy N E x + x * alloyEnergy N (fun n => E (n + 1)) x := by
  have h0 : N.choose (N + 1) = 0 := Nat.choose_eq_zero_of_lt (Nat.lt_succ_self N)
  have h : (1 - x) * alloyEnergy N E x = ∑ n ∈ range (N + 1 + 1),
      (N.choose n : ℝ) * x ^ n * (1 - x) ^ (N + 1 - n) * E n := by
    rw [sum_range_succ, h0, alloyEnergy, mul_sum]
    simp only [Nat.cast_zero, zero_mul, add_zero]
    refine sum_congr rfl fun n hn => ?_
    have hn' : N + 1 - n = (N - n) + 1 := by
      have := mem_range.mp hn
      omega
    rw [hn', pow_succ]
    ring
  rw [h]
  unfold alloyEnergy
  rw [sum_range_succ' _ (N + 1), sum_range_succ' _ (N + 1), mul_sum, add_right_comm,
    ← sum_add_distrib]
  simp only [Nat.choose_zero_right]
  congr 1
  -- Pascal's rule, term by term
  refine sum_congr rfl fun n _ => ?_
  have hn : N + 1 - (n + 1) = N - n := by omega
  rw [hn, Nat.choose_succ_succ', Nat.cast_add]
  ring

/-- The composition derivative of the alloy energy on `N + 1` sites is `N + 1` times the
random average, on `N` sites, of the successive differences of the cluster energies. -/
theorem hasDerivAt_alloyEnergy (N : ℕ) (E : ℕ → ℝ) (x : ℝ) :
    HasDerivAt (alloyEnergy (N + 1) E)
      (((N : ℝ) + 1) * alloyEnergy N (fun n => E (n + 1) - E n) x) x := by
  induction N generalizing E with
  | zero =>
    have hf : alloyEnergy (0 + 1) E = fun y => E 0 + y * (E 1 - E 0) := by
      funext y
      rw [alloyEnergy_succ]
      simp only [alloyEnergy, zero_add, sum_range_one, Nat.choose_self, Nat.cast_one, pow_zero,
        Nat.sub_self]
      ring
    rw [hf]
    exact (((hasDerivAt_id' x).mul_const (E 1 - E 0)).const_add (E 0)).congr_deriv
      (by simp [alloyEnergy])
  | succ N ih =>
    have hf : alloyEnergy (N + 1 + 1) E = fun y => (1 - y) * alloyEnergy (N + 1) E y
        + y * alloyEnergy (N + 1) (fun n => E (n + 1)) y :=
      funext fun y => alloyEnergy_succ (N + 1) E y
    have h1 := ((hasDerivAt_id' x).const_sub 1).fun_mul (ih E)
    have h2 := (hasDerivAt_id' x).fun_mul (ih (fun n => E (n + 1)))
    have h3 : alloyEnergy (N + 1) (fun n => E (n + 1) - E n) x =
        (1 - x) * alloyEnergy N (fun n => E (n + 1) - E n) x
        + x * alloyEnergy N (fun n => E (n + 1 + 1) - E (n + 1)) x :=
      alloyEnergy_succ N _ x
    have h4 : alloyEnergy (N + 1) (fun n => E (n + 1) - E n) x =
        alloyEnergy (N + 1) (fun n => E (n + 1)) x - alloyEnergy (N + 1) E x := by
      unfold alloyEnergy
      rw [← sum_sub_distrib]
      exact sum_congr rfl fun n _ => by ring
    rw [hf]
    refine (h1.fun_add h2).congr_deriv ?_
    push_cast
    linear_combination (-((N : ℝ) + 1)) * h3 - h4

/-- If the random average, on `N` sites, of the second differences of the cluster energies is
nonnegative at every composition in `[0, 1]`, the alloy energy on `N + 2` sites is convex there. -/
theorem convexOn_of_curvature (N : ℕ) (E : ℕ → ℝ)
    (h : ∀ x ∈ Set.Icc (0 : ℝ) 1, 0 ≤ alloyEnergy N (curvature E) x) :
    ConvexOn ℝ (Set.Icc (0 : ℝ) 1) (alloyEnergy (N + 2) E) := by
  have d1 := hasDerivAt_alloyEnergy (N + 1) E
  have d2 : ∀ x, HasDerivAt
      (fun y => (((N + 1 : ℕ) : ℝ) + 1) * alloyEnergy (N + 1) (fun n => E (n + 1) - E n) y)
      ((((N + 1 : ℕ) : ℝ) + 1) * (((N : ℝ) + 1) * alloyEnergy N (curvature E) x)) x :=
    fun x => (hasDerivAt_alloyEnergy N (fun n => E (n + 1) - E n) x).const_mul _
  exact convexOn_of_hasDerivWithinAt2_nonneg (convex_Icc 0 1)
    (fun x _ => (d1 x).continuousAt.continuousWithinAt)
    (fun x _ => (d1 x).hasDerivWithinAt) (fun x _ => (d2 x).hasDerivWithinAt)
    (fun x hx => mul_nonneg (by positivity)
      (mul_nonneg (by positivity) (h x (interior_subset hx))))

/-- If the cluster energies have nondecreasing successive differences, the random-alloy
energy is a convex function of composition on `[0, 1]`. -/
theorem convexOn_alloyEnergy (N : ℕ) (E : ℕ → ℝ)
    (hE : ∀ n, n + 2 ≤ N → E (n + 1) - E n ≤ E (n + 2) - E (n + 1)) :
    ConvexOn ℝ (Set.Icc (0 : ℝ) 1) (alloyEnergy N E) := by
  obtain _ | _ | N := N
  · have hf : alloyEnergy 0 E = fun _ => E 0 := by
      funext y
      simp [alloyEnergy]
    rw [hf]
    exact convexOn_const _ (convex_Icc 0 1)
  · -- one site: the energy is linear in composition
    refine ⟨convex_Icc 0 1, fun x _ y _ a b _ _ hab => le_of_eq ?_⟩
    obtain rfl : b = 1 - a := by linarith
    simp only [alloyEnergy_succ, smul_eq_mul]
    simp only [alloyEnergy, zero_add, sum_range_one, Nat.choose_self, Nat.cast_one, pow_zero,
      Nat.sub_self]
    ring
  · refine convexOn_of_curvature N E fun x hx => sum_nonneg fun n hn => ?_
    have hn' := mem_range.mp hn
    have hc : 0 ≤ curvature E n := sub_nonneg.mpr (hE n (by omega))
    exact mul_nonneg (mul_nonneg (mul_nonneg (Nat.cast_nonneg _) (pow_nonneg hx.1 _))
      (pow_nonneg (sub_nonneg.mpr hx.2) _)) hc

/-- The mixing energy is convex on `[0, 1]` exactly when the alloy energy is. -/
theorem convexOn_mixingEnergy_iff (N : ℕ) (E : ℕ → ℝ) :
    ConvexOn ℝ (Set.Icc (0 : ℝ) 1) (mixingEnergy N E) ↔
      ConvexOn ℝ (Set.Icc (0 : ℝ) 1) (alloyEnergy N E) := by
  constructor <;>
  · rintro ⟨hs, h⟩
    refine ⟨hs, fun x hx y hy a b ha hb hab => ?_⟩
    have key := h hx hy ha hb hab
    obtain rfl : b = 1 - a := by linarith
    simp only [mixingEnergy, smul_eq_mul] at key ⊢
    linarith

/-- At compositions 0 and 1 the alloy energy is that of the pure clusters. -/
theorem alloyEnergy_endpoints (N : ℕ) (E : ℕ → ℝ) :
    alloyEnergy N E 0 = E 0 ∧ alloyEnergy N E 1 = E N := by
  constructor
  · rw [alloyEnergy, sum_range_succ', sum_eq_zero]
    · simp
    · intro n _
      simp
  · rw [alloyEnergy, sum_range_succ, sum_eq_zero]
    · simp
    · intro n hn
      have hn' : N - n ≠ 0 := by
        have := mem_range.mp hn
        omega
      rw [sub_self, zero_pow hn']
      ring

/-- If the cluster energies have nondecreasing successive differences, the mixing energy is
nonpositive at every composition in `[0, 1]`. -/
theorem mixingEnergy_nonpos (N : ℕ) (E : ℕ → ℝ)
    (hE : ∀ n, n + 2 ≤ N → E (n + 1) - E n ≤ E (n + 2) - E (n + 1))
    {x : ℝ} (hx : x ∈ Set.Icc (0 : ℝ) 1) : mixingEnergy N E x ≤ 0 := by
  have h := (convexOn_alloyEnergy N E hE).2
    (show (0 : ℝ) ∈ Set.Icc (0 : ℝ) 1 by simp) (show (1 : ℝ) ∈ Set.Icc (0 : ℝ) 1 by simp)
    (sub_nonneg.mpr hx.2) hx.1 (by ring)
  simp only [smul_eq_mul, mul_zero, mul_one, zero_add, (alloyEnergy_endpoints N E).1,
    (alloyEnergy_endpoints N E).2] at h
  rw [mixingEnergy]
  linarith

/-- For clusters of three sites the alloy energy is convex on `[0, 1]` exactly when the cluster
energies have nondecreasing successive differences. -/
theorem convexOn_three_iff (E : ℕ → ℝ) :
    ConvexOn ℝ (Set.Icc (0 : ℝ) 1) (alloyEnergy 3 E) ↔
      ∀ n, n + 2 ≤ 3 → E (n + 1) - E n ≤ E (n + 2) - E (n + 1) := by
  refine ⟨fun h => ?_, convexOn_alloyEnergy 3 E⟩
  have hf : ∀ x, alloyEnergy 3 E x = (1 - x) ^ 3 * E 0 + 3 * x * (1 - x) ^ 2 * E 1
      + 3 * x ^ 2 * (1 - x) * E 2 + x ^ 3 * E 3 := by
    intro x
    simp only [alloyEnergy, sum_range_succ, sum_range_zero, show Nat.choose 3 0 = 1 from rfl,
      show Nat.choose 3 1 = 3 from rfl, show Nat.choose 3 2 = 3 from rfl,
      show Nat.choose 3 3 = 1 from rfl]
    push_cast
    ring
  -- midpoint convexity around composition m
  have key : ∀ m d : ℝ, 0 < d → 0 ≤ m - d → m + d ≤ 1 →
      0 ≤ (1 - m) * (E 2 - 2 * E 1 + E 0) + m * (E 3 - 2 * E 2 + E 1) := by
    intro m d hd h0 h1
    have hc := h.2 (show m - d ∈ Set.Icc (0 : ℝ) 1 from ⟨h0, by linarith⟩)
      (show m + d ∈ Set.Icc (0 : ℝ) 1 from ⟨by linarith, h1⟩)
      (show (0 : ℝ) ≤ 1 / 2 by norm_num) (show (0 : ℝ) ≤ 1 / 2 by norm_num) (by norm_num)
    have hm : (1 / 2 : ℝ) • (m - d) + (1 / 2 : ℝ) • (m + d) = m := by
      simp only [smul_eq_mul]
      ring
    rw [hm] at hc
    simp only [smul_eq_mul, hf] at hc
    have hpos : 0 < 3 * d ^ 2 := by positivity
    refine (mul_nonneg_iff_of_pos_left hpos).mp ?_
    linarith
  -- a weighted mean that stays nonnegative near one end is nonnegative at that end
  have lim : ∀ a b : ℝ, (∀ m, 0 < m → m ≤ 1 / 2 → 0 ≤ (1 - m) * a + m * b) → 0 ≤ a := by
    intro a b hab
    by_contra hneg
    have ha : a < 0 := not_le.mp hneg
    have hM : 0 < |b| - a := by linarith [abs_nonneg b]
    have hm : 0 < -a / (2 * (|b| - a)) := div_pos (by linarith) (by linarith)
    have hm2 : -a / (2 * (|b| - a)) ≤ 1 / 2 := by
      rw [div_le_iff₀ (by linarith)]
      linarith [abs_nonneg b]
    have hmM : -a / (2 * (|b| - a)) * (|b| - a) = -a / 2 := by
      field_simp
    have h1 := hab _ hm hm2
    have h2 := mul_le_mul_of_nonneg_left (le_abs_self b) hm.le
    linarith
  have e0 := lim _ _ fun m h0 h1 => key m m h0 (by linarith) (by linarith)
  have e1 := lim (E 3 - 2 * E 2 + E 1) (E 2 - 2 * E 1 + E 0) fun m h0 h1 => by
    have := key (1 - m) m h0 (by linarith) (by linarith)
    linarith
  intro n hn
  have hn' : n = 0 ∨ n = 1 := by omega
  rcases hn' with rfl | rfl
  · show E 1 - E 0 ≤ E 2 - E 1
    linarith
  · show E 2 - E 1 ≤ E 3 - E 2
    linarith

/-- Four-site cluster energies `0, -1, 0, -1, 0`: the compositions A₃B and AB₃ are lowered
by one unit. -/
def tetrahedronEnergy (n : ℕ) : ℝ := if n = 1 ∨ n = 3 then -1 else 0

/-- For clusters of four sites the converse fails: the energies `0, -1, 0, -1, 0` give a convex
mixing energy, although their successive differences are not nondecreasing. -/
theorem converse_fails_four :
    ConvexOn ℝ (Set.Icc (0 : ℝ) 1) (mixingEnergy 4 tetrahedronEnergy) ∧
      ¬ ∀ n, n + 2 ≤ 4 → tetrahedronEnergy (n + 1) - tetrahedronEnergy n ≤
        tetrahedronEnergy (n + 2) - tetrahedronEnergy (n + 1) := by
  constructor
  · refine (convexOn_mixingEnergy_iff 4 _).mpr
      (convexOn_of_curvature 2 tetrahedronEnergy fun x _ => ?_)
    have c0 : curvature tetrahedronEnergy 0 = 2 := by norm_num [curvature, tetrahedronEnergy]
    have c1 : curvature tetrahedronEnergy 1 = -2 := by norm_num [curvature, tetrahedronEnergy]
    have c2 : curvature tetrahedronEnergy 2 = 2 := by norm_num [curvature, tetrahedronEnergy]
    -- the averaged second difference is a perfect square
    have hsq : alloyEnergy 2 (curvature tetrahedronEnergy) x = 2 * (1 - 2 * x) ^ 2 := by
      simp only [alloyEnergy, sum_range_succ, sum_range_zero, c0, c1, c2,
        show Nat.choose 2 0 = 1 from rfl, show Nat.choose 2 1 = 2 from rfl,
        show Nat.choose 2 2 = 1 from rfl]
      push_cast
      ring
    rw [hsq]
    positivity
  · intro h
    have h1 := h 1 (by norm_num)
    norm_num [tetrahedronEnergy] at h1

end

end ConnollyWilliams
```

```lean
#print axioms ConnollyWilliams.mixingEnergy_nonpos
-- 'ConnollyWilliams.mixingEnergy_nonpos' depends on axioms: [propext, Classical.choice, Quot.sound]
#print axioms ConnollyWilliams.convexOn_three_iff
-- 'ConnollyWilliams.convexOn_three_iff' depends on axioms: [propext, Classical.choice, Quot.sound]
#print axioms ConnollyWilliams.converse_fails_four
-- 'ConnollyWilliams.converse_fails_four' depends on axioms: [propext, Classical.choice, Quot.sound]
```

### From the recursion to the counterexample in Lean

`alloyEnergy_succ` is the one-site recursion. It splits off the $n=0$ term, shifts the index and applies Pascal's rule term by term.

`hasDerivAt_alloyEnergy` is the induction above. In the step, `h1` and `h2` are the product rule for the two parts of the recursion, `h3` is the recursion for the differences, and `h4` is the linearity $A_{N+1}[\Delta E]=A_{N+1}[SE]-A_{N+1}[E]$. The closing `linear_combination` puts them together.

`convexOn_of_curvature` applies the derivative rule twice and then the second-derivative criterion for convexity. It asks only that the averaged second difference be nonnegative, not each $c_n$, so it serves both the general theorem and the counterexample. `convexOn_alloyEnergy` treats zero and one site separately and otherwise checks the sign of each term in the average.

`convexOn_mixingEnergy_iff` removes the linear part from the convexity inequality. `mixingEnergy_nonpos` uses that inequality between the points 0 and 1 with weights $1-x$ and $x$, together with the values from `alloyEnergy_endpoints`.

For three sites the Lean proof replaces the second derivative by midpoint convexity. With $m$ the midpoint and $d$ the half-distance, the cubic satisfies

$$\tfrac12\big(A_3(m-d)+A_3(m+d)\big)-A_3(m)=3d^2\big[(1-m)c_0+m\,c_1\big],$$

where $A_3$ is short for $A_3[E]$. So the bracket is nonnegative; this is `key`. The step `lim` moves to the end $m\to0$. If $(1-m)a+mb\ge0$ for all $0<m\le\tfrac12$ but $a<0$, then $m=-a/\big(2(|b|-a)\big)$ makes the expression at most $a/2<0$, a contradiction. Applied at both ends, it gives $c_0\ge0$ and $c_1\ge0$.

In `converse_fails_four`, `hsq` is the perfect square $2(1-2x)^2$, which `convexOn_of_curvature` turns into convexity. The second half takes $n=1$, where nondecreasing differences would require $1\le-1$.
